# A polynomial in a Hermitian operator stretches no vector by more than the polynomial's bound on the spectrum

Let `H` be a Hermitian operator on a finite-dimensional complex inner product space, and `p` a complex polynomial with |p(μ)| ≤ c at every eigenvalue μ of `H`, where c ≥ 0. The lemma states that ‖p(H)b‖ ≤ c‖b‖ for every vector b, which need not be normalised; for a unit vector the bound is simply c. The attempt expands vectors in an orthonormal eigenbasis of `H` and shows, by induction on the polynomial, that q(H) multiplies each component by the value of q at the corresponding eigenvalue. It then compares the squared norms component by component.

An attempt in Lean 4 with a fault in it:

```lean
import Mathlib

open Polynomial

namespace BandCentreGreenFunction

variable {E : Type*} [NormedAddCommGroup E] [InnerProductSpace ℂ E]

/-- For Hermitian `H`, a polynomial bounded by `c` on the spectrum gives an operator `p(H)`
that stretches no vector by more than `c`. -/
theorem norm_aeval_le [FiniteDimensional ℂ E] {H : Module.End ℂ E}
    (hH : LinearMap.IsSymmetric H) (p : ℂ[X]) {c : ℝ} (hc : 0 ≤ c)
    (hp : ∀ μ : ℝ, H.HasEigenvalue (μ : ℂ) → ‖p.eval (μ : ℂ)‖ ≤ c) (b : E) :
    ‖aeval H p b‖ ≤ c * ‖b‖ := by
  obtain ⟨n, v, l, hv, hl⟩ : ∃ (n : ℕ) (v : OrthonormalBasis (Fin n) ℂ E) (l : Fin n → ℝ),
      (∀ i, H.HasEigenvalue (l i : ℂ)) ∧
      ∀ x i, v.repr (H x) i = (l i : ℂ) * v.repr x i :=
    ⟨_, hH.eigenvectorBasis rfl, hH.eigenvalues rfl,
      fun i => hH.hasEigenvalue_eigenvalues rfl i,
      fun x i => hH.eigenvectorBasis_apply_self_apply rfl x i⟩
  -- in the eigenbasis `q(H)` multiplies each component by `q` of the eigenvalue
  have key : ∀ (q : ℂ[X]) (x : E) (i : Fin n),
      v.repr (aeval H q x) i = q.eval (l i : ℂ) * v.repr x i := by
    intro q
    induction q using Polynomial.induction_on with
    | C a => intro x i; simp [aeval_C, Module.algebraMap_end_apply]
    | add r s hr hs => intro x i; simp [hr, hs, add_mul]
    | monomial m a ih =>
      intro x i
      rw [pow_succ, ← mul_assoc, map_mul, aeval_X, Module.End.mul_apply, ih, hl,
        eval_mul, eval_X, mul_assoc]
  refine (sq_le_sq₀ (norm_nonneg _) (by positivity)).mp ?_
  rw [mul_pow, ← v.repr.norm_map (aeval H p b), ← v.repr.norm_map b,
    EuclideanSpace.norm_sq_eq, EuclideanSpace.norm_sq_eq, Finset.mul_sum]
  refine Finset.sum_le_sum fun i _ => ?_
  rw [key, norm_mul, mul_pow]
  gcongr
  exact hp _ (hv i)

end BandCentreGreenFunction
```

Messages:

```
Main.lean:31:18: error: Tactic `rewrite` failed: Did not find an occurrence of the pattern
  eval ?m.294 X
in the target expression
  eval (↑(l i)) (C a) * eval (↑(l i)) (X ^ m) * (↑(l i) * (v.repr x).ofLp i) =
    eval (↑(l i)) (C a * X ^ m * X) * (v.repr x).ofLp i

case monomial
E : Type u_1
inst✝² : NormedAddCommGroup E
inst✝¹ : InnerProductSpace ℂ E
inst✝ : FiniteDimensional ℂ E
H : Module.End ℂ E
hH : LinearMap.IsSymmetric H
p : ℂ[X]
c : ℝ
hc : 0 ≤ c
hp : ∀ (μ : ℝ), H.HasEigenvalue ↑μ → ‖eval (↑μ) p‖ ≤ c
b : E
n : ℕ
v : OrthonormalBasis (Fin n) ℂ E
l : Fin n → ℝ
hv : ∀ (i : Fin n), H.HasEigenvalue ↑(l i)
hl : ∀ (x : E) (i : Fin n), (v.repr (H x)).ofLp i = ↑(l i) * (v.repr x).ofLp i
m : ℕ
a : ℂ
ih :
  ∀ (x : E) (i : Fin n), (v.repr (((aeval H) (C a * X ^ m)) x)).ofLp i = eval (↑(l i)) (C a * X ^ m) * (v.repr x).ofLp i
x : E
i : Fin n
⊢ eval (↑(l i)) (C a) * eval (↑(l i)) (X ^ m) * (↑(l i) * (v.repr x).ofLp i) =
    eval (↑(l i)) (C a * X ^ m * X) * (v.repr x).ofLp i
```

Cause. The error arises in the induction step that raises the power of `X` by one. After `ih` and `hl`, the left side contains `eval (↑(l i)) (C a * X ^ m)` and the right side `eval (↑(l i)) (C a * X ^ m * X)`. `rw [eval_mul]` fixes its pattern at the first match, the product `C a * X ^ m` on the left, and rewrites only instances of that same expression. The evaluation on the right, of a different product, stays whole. So when `eval_X` looks for an evaluation of `X` by itself, there is none: the left has only `X ^ m`, and on the right `X` is still inside the product.

The repair ends the `rw` after `hl` and uses `simp only`, which applies `eval_mul` to both sides and repeatedly, so that the last factor `X` is split off and `eval_X` can turn it into the eigenvalue. The two sides then differ only in how their factors are bracketed, which `ring` settles in place of `mul_assoc`. Adding `eval_C` and `eval_pow` is mere tidying: `ring` could treat the evaluations of `C a` and `X ^ m` as unexpanded factors.

After these edits no error is left:

```diff
@@ -28,6 +28,7 @@
     | monomial m a ih =>
       intro x i
-      rw [pow_succ, ← mul_assoc, map_mul, aeval_X, Module.End.mul_apply, ih, hl,
-        eval_mul, eval_X, mul_assoc]
+      rw [pow_succ, ← mul_assoc, map_mul, aeval_X, Module.End.mul_apply, ih, hl]
+      simp only [eval_mul, eval_X, eval_C, eval_pow]
+      ring
   refine (sq_le_sq₀ (norm_nonneg _) (by positivity)).mp ?_
   rw [mul_pow, ← v.repr.norm_map (aeval H p b), ← v.repr.norm_map b,
```
